# Allen's resistivity for a finite phonon spectrum lies within O(1/T) of a linear law

Let a metal have finitely many phonon modes with frequencies $w_j>0$ and transport couplings $c_j\ge 0$, and let $K\ge 0$ collect the electronic prefactors. In units $\hbar=k_B=1$, Allen's resistivity at temperature $T>0$ is

$$\rho(T)=K\,T\,R(T),\qquad R(T)=\sum_j c_j\left(\frac{y_j}{\sinh y_j}\right)^2,\qquad y_j=\frac{w_j}{2T}.$$

With $\lambda=\sum_j c_j$, it satisfies

$$K\lambda T-\frac{K}{12\,T}\sum_j c_j w_j^2\;\le\;\rho(T)\;\le\;K\lambda T .$$

The resistivity therefore approaches the line $K\lambda T$ from below, and the gap vanishes as $T$ grows. Moreover $T^2(\lambda-R(T))\to\sum_j c_jw_j^2/12$, so the constant $1/12$ is the best possible whenever $K$ and some coupling are positive.

For first-principles transport, this says how far the ratio $\rho(T)/T$ at high temperature can be trusted as a measure of $K\lambda$, within a model of finitely many modes with temperature-independent frequencies and couplings.

## From two inequalities for sinh to the linear law

Everything rests on one principle: if $f(0)=0$ and $f'\ge 0$ on $[0,\infty)$, then $f\ge 0$ there, because $f$ is nondecreasing.

**Upper bound for one mode.** Start from $\cosh u-1\ge 0$. Applying the principle three times gives, for $u\ge0$,

$$\sinh u-u\ge0,\qquad \cosh u-1-\tfrac{u^2}{2}\ge0,\qquad \sinh u-u-\tfrac{u^3}{6}\ge0.$$

Squaring the last inequality at $u=y$ yields

$$\sinh^2y\ge y^2+\frac{y^4}{3}+\frac{y^6}{36}\ge y^2\left(1+\frac{y^2}{3}\right),$$

so $(y/\sinh y)^2\le 1/(1+y^2/3)$ for $y>0$.

**Lower bound for one mode.** The inequality needed is $(1-y^2/3)\sinh^2y\le y^2$. Put $u=2y$ and use $\sinh^2y=(\cosh u-1)/2$. Then $24\,[\,y^2-(1-y^2/3)\sinh^2y\,]$ equals

$$g(u)=5u^2+12-12\cosh u+u^2\cosh u .$$

Its derivatives are

$$\begin{aligned}
g'(u)&=10u-12\sinh u+2u\cosh u+u^2\sinh u,\\
g''(u)&=10-10\cosh u+4u\sinh u+u^2\cosh u,\\
g'''(u)&=6(u\cosh u-\sinh u)+u^2\sinh u .
\end{aligned}$$

The function $u\cosh u-\sinh u$ vanishes at zero and has derivative $u\sinh u\ge0$, so it is nonnegative, and hence so is $g'''$. Since $g$, $g'$ and $g''$ all vanish at zero, three applications of the principle give $g\ge0$.

**Summing.** Write $a_j=y_j^2/3=w_j^2/(12T^2)$. Each mode obeys

$$1-a_j\le\left(\frac{y_j}{\sinh y_j}\right)^2\le\frac1{1+a_j}\le1 .$$

Multiplying by $c_j\ge0$ and summing gives $\sum_jc_j(1-a_j)\le R(T)\le\lambda$. Multiplying by $KT\ge0$ gives the bounds on $\rho$.

**The limit.** Subtracting the mode bounds from 1 and multiplying by $c_jT^2$ gives

$$\frac{c_jw_j^2/12}{1+a_j}\le T^2c_j\left[1-\left(\frac{y_j}{\sinh y_j}\right)^2\right]\le \frac{c_jw_j^2}{12}.$$

As $T\to\infty$, $a_j\to0$ and both sides meet. The sum is finite, so the limits add.

## The model in Lean

```lean
import Mathlib

open Filter Topology

namespace AllenResistivity

noncomputable section
```

The weight of a mode depends on its frequency and the temperature only through $y=w/(2T)$. Physically it is $(w/T)^2\,n(n+1)$, with $n$ the Bose occupation of the mode.

```lean
/-- Thermal weight `(y / sinh y)²`, `y = w / (2T)`, of a phonon mode of frequency `w` at
temperature `T`, in units where `ħ = k_B = 1`. -/
def thermalFactor (w T : ℝ) : ℝ := (w / (2 * T) / Real.sinh (w / (2 * T))) ^ 2
```

The modes are labelled by a finite type `ι`, and `c` and `w` are real functions on it. An empty spectrum is allowed, in which case all the sums are zero.

```lean
/-- Sum of the mode couplings `c j`, each weighted by its thermal factor. -/
def allenSum {ι : Type*} [Fintype ι] (c w : ι → ℝ) (T : ℝ) : ℝ :=
  ∑ j, c j * thermalFactor (w j) T
```

The resistivity is taken as a definition. Allen's formula itself comes from a lowest-order variational solution of the Boltzmann equation and contains an integral over a continuous spectrum; neither that derivation nor the continuum is treated here. The constant `K` stands for quantities such as the Fermi-level density of states and mean squared velocity, assumed independent of temperature. Impurity and electron–electron scattering are absent.

```lean
/-- Allen's resistivity `K T R(T)` for a discrete phonon spectrum, where `R(T)` is the weighted sum
`allenSum c w T` and `K` collects the electronic prefactors. -/
def resistivity {ι : Type*} [Fintype ι] (K : ℝ) (c w : ι → ℝ) (T : ℝ) : ℝ :=
  K * T * allenSum c w T
```

## Positivity by repeated integration

The proof turns on the next lemma, a wrapper around Mathlib's `monotoneOn_of_deriv_nonneg`. The Mathlib theorem asks for a convex set, continuity on it, and differentiability with nonnegative `deriv` in its interior. The wrapper fixes the set to `Set.Ici 0`, the half-line $[0,\infty)$, and takes the derivative as an explicit function `f'`.

```lean
/-- A function differentiable on the whole real line that vanishes at zero and has nonnegative
derivative on the half-line `[0, ∞)` is nonnegative there. -/
theorem nonneg_of_deriv {f f' : ℝ → ℝ} (hf : ∀ x, HasDerivAt f (f' x) x) (h0 : f 0 = 0)
    (h' : ∀ x, 0 ≤ x → 0 ≤ f' x) (x : ℝ) (hx : 0 ≤ x) : 0 ≤ f x := by
  have hm : MonotoneOn f (Set.Ici 0) :=
    monotoneOn_of_deriv_nonneg (convex_Ici 0)
      (fun x _ => (hf x).continuousAt.continuousWithinAt)
      (fun x _ => (hf x).differentiableAt.differentiableWithinAt)
      (fun x hx => by
        rw [(hf x).deriv]
        exact h' x (interior_subset hx))
  have h := hm (Set.mem_Ici.2 le_rfl) (Set.mem_Ici.2 hx) hx
  linarith
```

The form of the statement is what makes it chain. Its conclusion, before a point is supplied, reads "for all $x\ge0$, $0\le f(x)$", which is exactly what the hypothesis `h'` demands of the derivative at the next level. One result can therefore be handed directly to the next application, and each level of integration costs one call.

In the cubic bound, `h1`, `h2` and `h3` are the three inequalities displayed above, in that order. Mathlib's differentiation rules build each derivative, and `congr_deriv (by ring)` matches it to the form written by hand, except in `h1`, where the two already agree.

```lean
/-- The hyperbolic sine dominates its cubic Taylor polynomial on the half-line. -/
theorem cubic_le_sinh (y : ℝ) (hy : 0 ≤ y) : y + y ^ 3 / 6 ≤ Real.sinh y := by
  have h1 := nonneg_of_deriv (f := fun u => Real.sinh u - u) (f' := fun u => Real.cosh u - 1)
    (fun x => (Real.hasDerivAt_sinh x).fun_sub (hasDerivAt_id' x)) (by simp)
    (fun x _ => sub_nonneg.2 (Real.one_le_cosh x))
  have h2 := nonneg_of_deriv (f := fun u => Real.cosh u - 1 - u ^ 2 / 2)
    (f' := fun u => Real.sinh u - u)
    (fun x => by
      have hsq : HasDerivAt (fun u : ℝ => u ^ 2) (2 * x) x := by simpa using hasDerivAt_pow 2 x
      exact (((Real.hasDerivAt_cosh x).sub_const 1).fun_sub (hsq.div_const 2)).congr_deriv
        (by ring)) (by simp) h1
  have h3 := nonneg_of_deriv (f := fun u => Real.sinh u - u - u ^ 3 / 6)
    (f' := fun u => Real.cosh u - 1 - u ^ 2 / 2)
    (fun x => by
      have hcu : HasDerivAt (fun u : ℝ => u ^ 3) (3 * x ^ 2) x := by
        simpa using hasDerivAt_pow 3 x
      exact (((Real.hasDerivAt_sinh x).fun_sub (hasDerivAt_id' x)).fun_sub
        (hcu.div_const 6)).congr_deriv (by ring)) (by simp) h2 y hy
  have h4 : 0 ≤ Real.sinh y - y - y ^ 3 / 6 := h3
  linarith
```

The second inequality climbs the ladder from the top. Here `h0` is $u\cosh u-\sinh u\ge0$, `h1` gives $g''\ge0$, `h2` gives $g'\ge0$, and `h3` gives $g\ge0$ at the point $2y$. The double-argument identity for cosh then returns the inequality to $y$.

```lean
/-- On the half-line, `(1 - y²/3) sinh² y` is at most `y²`. -/
theorem sinh_sq_bound (y : ℝ) (hy : 0 ≤ y) :
    (1 - y ^ 2 / 3) * Real.sinh y ^ 2 ≤ y ^ 2 := by
  have hsq : ∀ x : ℝ, HasDerivAt (fun u : ℝ => u ^ 2) (2 * x) x := fun x => by
    simpa using hasDerivAt_pow 2 x
  have hs := Real.hasDerivAt_sinh
  have hc := Real.hasDerivAt_cosh
  have h0 := nonneg_of_deriv (f := fun u => u * Real.cosh u - Real.sinh u)
    (f' := fun u => u * Real.sinh u)
    (fun x => (((hasDerivAt_id' x).fun_mul (hc x)).fun_sub (hs x)).congr_deriv (by ring))
    (by simp) (fun x hx => mul_nonneg hx (Real.sinh_nonneg_iff.2 hx))
  -- integrate the third derivative, nonnegative on the half-line, three times
  have h1 := nonneg_of_deriv
    (f := fun u => 10 - 10 * Real.cosh u + 4 * (u * Real.sinh u) + u ^ 2 * Real.cosh u)
    (f' := fun u => 6 * (u * Real.cosh u - Real.sinh u) + u ^ 2 * Real.sinh u)
    (fun x => (((((hc x).const_mul 10).const_sub 10).fun_add
      (((hasDerivAt_id' x).fun_mul (hs x)).const_mul 4)).fun_add
      ((hsq x).fun_mul (hc x))).congr_deriv (by ring))
    (by simp)
    (fun x hx => add_nonneg (mul_nonneg (by norm_num) (h0 x hx))
      (mul_nonneg (sq_nonneg x) (Real.sinh_nonneg_iff.2 hx)))
  have h2 := nonneg_of_deriv
    (f := fun u => 10 * u - 12 * Real.sinh u + 2 * (u * Real.cosh u) + u ^ 2 * Real.sinh u)
    (f' := fun u => 10 - 10 * Real.cosh u + 4 * (u * Real.sinh u) + u ^ 2 * Real.cosh u)
    (fun x => (((((hasDerivAt_id' x).const_mul 10).fun_sub ((hs x).const_mul 12)).fun_add
      (((hasDerivAt_id' x).fun_mul (hc x)).const_mul 2)).fun_add
      ((hsq x).fun_mul (hs x))).congr_deriv (by ring))
    (by simp) h1
  have h3 := nonneg_of_deriv
    (f := fun u => 5 * u ^ 2 - 12 * (Real.cosh u - 1) + u ^ 2 * Real.cosh u)
    (f' := fun u => 10 * u - 12 * Real.sinh u + 2 * (u * Real.cosh u) + u ^ 2 * Real.sinh u)
    (fun x => ((((hsq x).const_mul 5).fun_sub (((hc x).sub_const 1).const_mul 12)).fun_add
      ((hsq x).fun_mul (hc x))).congr_deriv (by ring))
    (by simp) h2 (2 * y) (by linarith)
  -- return to y through cosh 2y = 1 + 2 sinh² y
  have h4 : 0 ≤ 5 * (2 * y) ^ 2 - 12 * (Real.cosh (2 * y) - 1)
      + (2 * y) ^ 2 * Real.cosh (2 * y) := h3
  rw [Real.cosh_two_mul, Real.cosh_sq] at h4
  linarith
```

## One mode, then all modes

The next theorem turns both inequalities into bounds on the thermal factor. After $w^2/(12T^2)$ is rewritten as $y^2/3$, `generalize` replaces $w/(2T)$ by a single positive variable. Clearing the positive denominators leaves `sinh_sq_bound` for the lower bound and the squared cubic estimate for the upper one; `nlinarith` discards the term $y^6/36$.

```lean
/-- The thermal factor of a mode lies between `1 - a` and `1 / (1 + a)`, where
`a = w² / (12 T²)`. -/
theorem thermalFactor_bounds {w T : ℝ} (hw : 0 < w) (hT : 0 < T) :
    1 - w ^ 2 / (12 * T ^ 2) ≤ thermalFactor w T ∧
      thermalFactor w T ≤ 1 / (1 + w ^ 2 / (12 * T ^ 2)) := by
  have e : w ^ 2 / (12 * T ^ 2) = (w / (2 * T)) ^ 2 / 3 := by ring
  have hy : 0 < w / (2 * T) := by positivity
  unfold thermalFactor
  rw [e]
  generalize w / (2 * T) = y at hy
  have hs : 0 < Real.sinh y := Real.sinh_pos_iff.2 hy
  rw [div_pow]
  constructor
  · rw [le_div_iff₀ (by positivity)]
    exact sinh_sq_bound y hy.le
  · rw [div_le_div_iff₀ (by positivity) (by positivity)]
    have h := pow_le_pow_left₀ (by positivity) (cubic_le_sinh y hy.le) 2
    have h6 : 0 ≤ y ^ 6 := by positivity
    nlinarith [h, h6]
```

The hypotheses of the sum theorem say that no coupling is negative and that every frequency is positive. The first reflects couplings built from squared matrix elements with nonnegative transport weights; the second excludes zero modes and unstable ones. The proof compares the sums term by term.

```lean
variable {ι : Type*} [Fintype ι]

/-- The thermally weighted coupling lies below the total coupling, by at most
`∑ c_j w_j² / (12 T²)`. -/
theorem allenSum_bounds {c w : ι → ℝ} {T : ℝ} (hc : ∀ j, 0 ≤ c j) (hw : ∀ j, 0 < w j)
    (hT : 0 < T) :
    ∑ j, c j * (1 - w j ^ 2 / (12 * T ^ 2)) ≤ allenSum c w T ∧
      allenSum c w T ≤ ∑ j, c j := by
  unfold allenSum
  constructor
  · exact Finset.sum_le_sum fun j _ =>
      mul_le_mul_of_nonneg_left (thermalFactor_bounds (hw j) hT).1 (hc j)
  · refine Finset.sum_le_sum fun j _ => mul_le_of_le_one_right (hc j) ?_
    refine (thermalFactor_bounds (hw j) hT).2.trans ?_
    have ha : 0 ≤ w j ^ 2 / (12 * T ^ 2) := by positivity
    rw [div_le_one (by linarith)]
    linarith
```

For the resistivity, the lower sum is split into $\lambda$ and the correction, and both bounds are multiplied by $KT$. The theorem holds at every positive temperature, although for $K\lambda>0$ its lower bound becomes negative, and hence uninformative, when $T$ is small compared with the frequencies.

```lean
/-- Allen's resistivity lies below the linear law `K λ T`, with `λ = ∑ c_j`, by at most
`K ∑ c_j w_j² / (12 T)`. -/
theorem resistivity_linear_bounds {K T : ℝ} {c w : ι → ℝ} (hK : 0 ≤ K)
    (hc : ∀ j, 0 ≤ c j) (hw : ∀ j, 0 < w j) (hT : 0 < T) :
    K * (∑ j, c j) * T - K * ((∑ j, c j * w j ^ 2) / (12 * T)) ≤ resistivity K c w T ∧
      resistivity K c w T ≤ K * (∑ j, c j) * T := by
  obtain ⟨hl, hu⟩ := allenSum_bounds hc hw hT
  have hKT : 0 ≤ K * T := mul_nonneg hK hT.le
  have e : ∑ j, c j * (1 - w j ^ 2 / (12 * T ^ 2))
      = ∑ j, c j - (∑ j, c j * w j ^ 2) / (12 * T ^ 2) := by
    rw [Finset.sum_div, ← Finset.sum_sub_distrib]
    exact Finset.sum_congr rfl fun j _ => by ring
  rw [e] at hl
  unfold resistivity
  constructor
  · refine le_trans (le_of_eq ?_) (mul_le_mul_of_nonneg_left hl hKT)
    generalize (∑ j, c j * w j ^ 2) = S
    have h : T * (S / (12 * T ^ 2)) = S / (12 * T) := by field_simp
    rw [← h]
    ring
  · refine (mul_le_mul_of_nonneg_left hu hKT).trans (le_of_eq ?_)
    ring
```

## The coefficient of the leading correction

The last theorem expresses the limit with `Tendsto`: the filter `atTop` stands for $T\to\infty$, and `𝓝` denotes the neighbourhoods of the limiting value. Inside the proof, `aux` does the algebra for one mode, with its local letter `a` standing for the coupling, `q` for $1+w^2/(12T^2)$ and `b` for $w^2/12$. Then `key` applies it to mode `j`, `split` distributes $T^2$ over the sum, and `hlim` shows that the lower bound converges. The squeeze theorem is used in its "eventually" form, since the mode bounds need $T>0$.

```lean
/-- As `T → ∞`, the deficit of the weighted coupling, multiplied by `T²`, tends to
`∑ c_j w_j² / 12`. -/
theorem leading_correction {c w : ι → ℝ} (hc : ∀ j, 0 ≤ c j) (hw : ∀ j, 0 < w j) :
    Tendsto (fun T : ℝ => T ^ 2 * (∑ j, c j - allenSum c w T)) atTop
      (𝓝 (∑ j, c j * (w j ^ 2 / 12))) := by
  -- bounds for one mode, with q = 1 + w²/(12T²) and b = w²/12
  have aux : ∀ a T f q b : ℝ, 0 ≤ a → 0 < q → T ^ 2 * (q - 1) = b → 1 - (q - 1) ≤ f →
      f ≤ 1 / q → a * b / q ≤ T ^ 2 * (a - a * f) ∧ T ^ 2 * (a - a * f) ≤ a * b := by
    intro a T f q b ha hq hb hl hu
    have hfq : f * q ≤ 1 := (le_div_iff₀ hq).1 hu
    have haT : 0 ≤ a * T ^ 2 := mul_nonneg ha (sq_nonneg T)
    subst hb
    constructor
    · rw [div_le_iff₀ hq]
      nlinarith [mul_nonneg haT (sub_nonneg.2 hfq)]
    · nlinarith [mul_nonneg haT (sub_nonneg.2 hl)]
  have key : ∀ T : ℝ, 0 < T → ∀ j,
      c j * (w j ^ 2 / 12) / (1 + w j ^ 2 / (12 * T ^ 2))
        ≤ T ^ 2 * (c j - c j * thermalFactor (w j) T) ∧
      T ^ 2 * (c j - c j * thermalFactor (w j) T) ≤ c j * (w j ^ 2 / 12) := by
    intro T hT j
    obtain ⟨hl, hu⟩ := thermalFactor_bounds (hw j) hT
    refine aux _ _ _ _ _ (hc j) (by positivity) ?_ ?_ hu
    · rw [add_sub_cancel_left]
      field_simp
    · rw [add_sub_cancel_left]
      exact hl
  have split : ∀ T : ℝ, T ^ 2 * (∑ j, c j - allenSum c w T)
      = ∑ j, T ^ 2 * (c j - c j * thermalFactor (w j) T) := fun T => by
    unfold allenSum
    rw [← Finset.sum_sub_distrib, Finset.mul_sum]
  have hlim : Tendsto
      (fun T : ℝ => ∑ j, c j * (w j ^ 2 / 12) / (1 + w j ^ 2 / (12 * T ^ 2))) atTop
      (𝓝 (∑ j, c j * (w j ^ 2 / 12))) := by
    refine tendsto_finsetSum _ fun j _ => ?_
    have h0 : Tendsto (fun T : ℝ => w j ^ 2 / 12 * (T⁻¹) ^ 2) atTop
        (𝓝 (w j ^ 2 / 12 * 0 ^ 2)) := (tendsto_inv_atTop_zero.pow 2).const_mul _
    rw [show w j ^ 2 / 12 * (0 : ℝ) ^ 2 = 0 by ring] at h0
    have ha : Tendsto (fun T : ℝ => w j ^ 2 / (12 * T ^ 2)) atTop (𝓝 0) :=
      h0.congr fun T => by ring
    have hd := (tendsto_const_nhds (x := c j * (w j ^ 2 / 12))).div (ha.const_add 1)
      (by norm_num)
    rw [add_zero, div_one] at hd
    exact hd
  -- squeeze between the two mode-by-mode bounds
  refine tendsto_of_tendsto_of_tendsto_of_le_of_le' hlim tendsto_const_nhds ?_ ?_
  · filter_upwards [eventually_gt_atTop (0 : ℝ)] with T hT
    rw [split]
    exact Finset.sum_le_sum fun j _ => (key T hT j).1
  · filter_upwards [eventually_gt_atTop (0 : ℝ)] with T hT
    rw [split]
    exact Finset.sum_le_sum fun j _ => (key T hT j).2

end

end AllenResistivity
```

```lean
#print axioms AllenResistivity.resistivity_linear_bounds
-- 'AllenResistivity.resistivity_linear_bounds' depends on axioms: [propext, Classical.choice, Quot.sound]
#print axioms AllenResistivity.leading_correction
-- 'AllenResistivity.leading_correction' depends on axioms: [propext, Classical.choice, Quot.sound]
```

## The weighted sum in a transport calculation

An electron–phonon code may supply a transport spectral function $\alpha^2_{\rm tr}F(\omega)$ on a frequency grid. With spacing $\Delta\omega$ and the usual normalisation of $\lambda$, the discretised formula has

$$w_j=\omega_j,\qquad c_j=\frac{2\,\alpha^2_{\rm tr}F(\omega_j)\,\Delta\omega}{\omega_j},$$

with the point $\omega=0$ left out. A program using this formula evaluates the weights $(y_j/\sinh y_j)^2$ at each temperature, sums them against $c_j$, and multiplies by $KT$.

If every grid frequency kept is positive and no value of $\alpha^2_{\rm tr}F$ is negative, the bounds apply to this discrete sum as it stands, apart from rounding, and so provide a check on the output: $\rho(T)/(KT)$ must not exceed $\sum_jc_j$, and its deficit must not exceed $\sum_jc_jw_j^2/(12T^2)$. They say nothing about the error of replacing the integral by the grid.

A single mode shows the size of the effect. At $T=w$, where $k_BT$ equals the phonon energy, $y=1/2$ and the weight is about $0.921$. The resistivity is then about $7.9\%$ below the linear law, while the bound allows $1/12$, or about $8.3\%$. At $T=2w$ the permitted deficit has fallen to $1/48$, about $2.1\%$.
